# In a Dirac model of gapped graphene, a magnetic field raises the filled-sea energy per area by g b²/(24Δ) to leading order

Put a sheet of graphene, gapped by a sublattice potential, in a perpendicular magnetic field, with the chemical potential in the gap. No level crosses the chemical potential, yet the filled states have been rearranged: the continuous negative-energy band has condensed into Landau levels. Does the total energy go up or down, and by how much?

Let Δ > 0 be half the gap and b = 2eħv²B > 0, where B is the field strength, v the Dirac velocity and e the elementary charge. The filled levels have energies −f(n), where

f(x) = √(Δ² + b x).

This non-interacting continuum spectrum is taken as given, at zero temperature and without Zeeman splitting.

In Lean 4 with Mathlib:

```lean
import Mathlib

open Filter Topology

namespace GappedGrapheneSea

noncomputable section

variable {Δ b : ℝ}
```

The function f is `level`, with a real argument so that it can also be integrated.

```lean
/-- Non-negative Landau energy of gapped graphene with half-gap `Δ` and field parameter `b`,
continued to a real level index `x`; the domain is `0 ≤ Δ ^ 2 + b * x`. -/
def level (Δ b x : ℝ) : ℝ := √(Δ ^ 2 + b * x)
```

## Level sum against zero-field integral

When a sublattice potential opens the gap, the zeroth level lies at −Δ in one valley and at +Δ in the other, so its valley average carries weight one half. With half weight also at the cutoff N ≥ 1, the sum counts N levels, as many as the zero-field integral:

D_N = f(0)/2 + Σ_{n=1}^{N−1} f(n) + f(N)/2 − ∫₀ᴺ f(x) dx.

```lean
/-- Sum of the Landau energies up to index `N ≥ 1`, with half weight on the first and last level,
minus the corresponding zero-field integral. -/
def seaShift (Δ b : ℝ) (N : ℕ) : ℝ :=
  level Δ b 0 / 2 + ∑ n ∈ Finset.Ico 1 N, level Δ b n + level Δ b N / 2
    - ∫ x in (0 : ℝ)..N, level Δ b x
```

A level counted with full weight holds g b electrons per area, where the constant g > 0 includes spin and valley; for graphene g = 1/(πħ²v²). Since the filled energies are negative, the energy change per area is −g b D_N.

```lean
/-- Energy change per area of the filled negative levels up to index `N ≥ 1`, when each level holds
`g * b` electrons per area, and the first and last level half as many. -/
def seaEnergyShift (g Δ b : ℝ) (N : ℕ) : ℝ := -(g * b) * seaShift Δ b N
```

The difference D_N will turn out to be built from the cubed level spacings

δ_n = (f(n+1) − f(n))³/(6b).

```lean
/-- The cubed spacing of neighbouring Landau levels divided by `6 * b`, for `b ≠ 0`. -/
def deficit (Δ b : ℝ) (n : ℕ) : ℝ :=
  (level Δ b (n + 1 : ℕ) - level Δ b n) ^ 3 / (6 * b)
```

Four facts about the spectrum are needed. Energies are positive:

```lean
lemma level_pos (hΔ : 0 < Δ) (hb : 0 < b) {x : ℝ} (hx : 0 ≤ x) : 0 < level Δ b x :=
  Real.sqrt_pos.mpr (by positivity)
```

their squares are linear in the index:

```lean
lemma level_sq (hb : 0 < b) {x : ℝ} (hx : 0 ≤ x) : level Δ b x ^ 2 = Δ ^ 2 + b * x :=
  Real.sq_sqrt (by positivity)
```

neighbouring squares differ by f(n+1)² − f(n)² = b:

```lean
lemma level_step (hb : 0 < b) (n : ℕ) :
    level Δ b (n + 1 : ℕ) ^ 2 - level Δ b n ^ 2 = b := by
  rw [level_sq hb (Nat.cast_nonneg (n + 1)), level_sq hb (Nat.cast_nonneg n)]
  push_cast
  ring
```

and the levels increase with n:

```lean
lemma level_lt (hb : 0 < b) (n : ℕ) : level Δ b n < level Δ b (n + 1 : ℕ) :=
  Real.sqrt_lt_sqrt (by positivity) (by push_cast; nlinarith)
```

## Each interval contributes a cubed spacing

Since f′ = b/(2f), the derivative of 2f³/(3b) is f. Hence, for y ≥ 0,

∫₀ʸ f(x) dx = 2(f(y)³ − f(0)³)/(3b).

```lean
/-- The integral of the Landau energy over the level index, from `0` to `y`. -/
theorem integral_level (hΔ : 0 < Δ) (hb : 0 < b) {y : ℝ} (hy : 0 ≤ y) :
    ∫ x in (0 : ℝ)..y, level Δ b x
      = 2 / (3 * b) * (level Δ b y ^ 3 - level Δ b 0 ^ 3) := by
  have hd : ∀ t ∈ Set.uIcc 0 y,
      HasDerivAt (fun t => 2 / (3 * b) * level Δ b t ^ 3) (level Δ b t) t := by
    intro t ht
    rw [Set.uIcc_of_le hy] at ht
    have ht0 : 0 ≤ t := ht.1
    have hs := level_pos hΔ hb ht0
    have h1 : HasDerivAt (fun t => Δ ^ 2 + b * t) b t := by
      simpa using ((hasDerivAt_id t).const_mul b).const_add (Δ ^ 2)
    have h2 : HasDerivAt (level Δ b) (b / (2 * level Δ b t)) t :=
      h1.sqrt (by positivity)
    refine ((h2.fun_pow 3).const_mul (2 / (3 * b))).congr_deriv ?_
    show 2 / (3 * b) * (((3 : ℕ) : ℝ) * level Δ b t ^ 2 * (b / (2 * level Δ b t))) = level Δ b t
    push_cast
    field_simp
  have hc : Continuous (level Δ b) := Real.continuous_sqrt.comp (by fun_prop)
  rw [intervalIntegral.integral_eq_sub_of_hasDerivAt hd (hc.intervalIntegrable 0 y)]
  ring
```

On one interval write s = f(n) and t = f(n+1), so that b = (t − s)(t + s). The average of the end values minus the integral is

(s + t)/2 − 2(t³ − s³)/(3b) = [3b(s + t) − 4(t³ − s³)]/(6b).

Substituting for b turns the bracket into

(t − s)[3(s + t)² − 4(t² + ts + s²)] = −(t − s)³.

```lean
lemma cell_eq {s t : ℝ} (hb : b ≠ 0) (h : t ^ 2 - s ^ 2 = b) :
    (s + t) / 2 - 2 / (3 * b) * (t ^ 3 - s ^ 3) = -((t - s) ^ 3 / (6 * b)) := by
  have key : 3 * b * (s + t) - 4 * (t ^ 3 - s ^ 3) = -(t - s) ^ 3 := by
    rw [← h]; ring
  have hbi : b * b⁻¹ = 1 := mul_inv_cancel₀ hb
  linear_combination (1 / (6 * b)) * key - (s + t) / 2 * hbi
```

Adding the intervals gives D_{N+1} = −Σ_{n=0}^{N} δ_n, by induction on N. The smallest case is D₁ = −δ₀. For Δ = 1 and b = 3 the energies are 1 and 2, and both sides equal −1/18.

```lean
/-- The level sum minus the integral is exactly minus the sum of the cubed level spacings
divided by `6 * b`. -/
theorem seaShift_eq (hΔ : 0 < Δ) (hb : 0 < b) (N : ℕ) :
    seaShift Δ b (N + 1) = -∑ n ∈ Finset.range (N + 1), deficit Δ b n := by
  unfold seaShift
  rw [integral_level hΔ hb (Nat.cast_nonneg (N + 1))]
  induction N with
  | zero =>
    have h := cell_eq hb.ne' (level_step (Δ := Δ) hb 0)
    simp only [zero_add, Nat.cast_zero, Finset.Ico_self, Finset.sum_empty,
      Finset.sum_range_one, deficit] at h ⊢
    linear_combination h
  | succ N ih =>
    have h := cell_eq hb.ne' (level_step (Δ := Δ) hb (N + 1))
    rw [Finset.sum_Ico_succ_top (by omega : 1 ≤ N + 1), Finset.sum_range_succ,
      show deficit Δ b (N + 1) = (level Δ b (N + 1 + 1 : ℕ) - level Δ b (N + 1 : ℕ)) ^ 3
        / (6 * b) from rfl]
    linear_combination ih + h
```

## Bounds that telescope

Compare δ_n with a difference of inverse energies. With d = t − s,

(b/24)(1/s − 1/t) − d³/(6b) = d⁴/(24 s t (s + t)) ≥ 0.

This remainder is at most (b³/1920)(1/s⁵ − 1/t⁵) provided that

80 s⁴t⁴ ≤ (s + t)⁴ (t⁴ + t³s + t²s² + ts³ + s⁴).

The first factor on the right is at least 16s²t² and the second at least 5s²t². In the code these are `h2` and `h3`, and `e1` and `e2` are the two fraction identities.

```lean
/-- For two neighbouring energies `0 < s < t` with `t ^ 2 - s ^ 2 = b`, the cubed spacing over `6 *
b` is at most `b / 24` times the difference of inverse energies, and falls short of it by at most `b
^ 3 / 1920` times the difference of inverse fifth powers. -/
theorem cell_bounds {s t : ℝ} (hs : 0 < s) (hst : s < t) (h : t ^ 2 - s ^ 2 = b) :
    (t - s) ^ 3 / (6 * b) ≤ b / 24 * (1 / s - 1 / t) ∧
    b / 24 * (1 / s - 1 / t) - (t - s) ^ 3 / (6 * b)
      ≤ b ^ 3 / 1920 * (1 / s ^ 5 - 1 / t ^ 5) := by
  have ht : 0 < t := hs.trans hst
  -- the polynomial inequality behind the second bound
  have h1 : 4 * (s * t) ≤ (s + t) ^ 2 := by nlinarith [sq_nonneg (s - t)]
  have h2 := pow_le_pow_left₀ (by positivity) h1 2
  have h3 : 5 * (s * t) ^ 2 ≤ t ^ 4 + t ^ 3 * s + t ^ 2 * s ^ 2 + t * s ^ 3 + s ^ 4 := by
    nlinarith [sq_nonneg (t ^ 2 - s ^ 2), mul_nonneg (mul_pos hs ht).le (sq_nonneg (t - s))]
  have h4 := mul_le_mul h2 h3 (by positivity) (by positivity)
  obtain ⟨d, hd, rfl⟩ : ∃ d, 0 < d ∧ t = s + d := ⟨t - s, by linarith, by ring⟩
  have hbd : b = d * (2 * s + d) := by rw [← h]; ring
  subst hbd
  rw [show s + d - s = d by ring]
  have e1 : d * (2 * s + d) / 24 * (1 / s - 1 / (s + d)) - d ^ 3 / (6 * (d * (2 * s + d)))
      = d ^ 4 / (24 * s * (s + d) * (2 * s + d)) := by
    field_simp
    ring
  have e2 : (d * (2 * s + d)) ^ 3 / 1920 * (1 / s ^ 5 - 1 / (s + d) ^ 5)
      - d ^ 4 / (24 * s * (s + d) * (2 * s + d))
      = d ^ 4 * (((s + (s + d)) ^ 2) ^ 2 * ((s + d) ^ 4 + (s + d) ^ 3 * s
        + (s + d) ^ 2 * s ^ 2 + (s + d) * s ^ 3 + s ^ 4)
        - (4 * (s * (s + d))) ^ 2 * (5 * (s * (s + d)) ^ 2))
        / (1920 * s ^ 5 * (s + d) ^ 5 * (2 * s + d)) := by
    field_simp
    ring
  have p1 : 0 ≤ d ^ 4 / (24 * s * (s + d) * (2 * s + d)) := by positivity
  have p2 := div_nonneg (mul_nonneg (pow_nonneg hd.le 4) (sub_nonneg.mpr h4))
    (by positivity : 0 ≤ 1920 * s ^ 5 * (s + d) ^ 5 * (2 * s + d))
  rw [← e2] at p2
  constructor
  · linarith
  · linarith
```

Summed over n < M, the differences telescope, with f(0) = Δ:

Σ δ_n ≤ (b/24)(1/Δ − 1/f(M)),

(b/24)(1/Δ − 1/f(M)) − Σ δ_n ≤ (b³/1920)(1/Δ⁵ − 1/f(M)⁵).

The telescoping is done by `linear_combination`. In the induction step, `linear_combination ih.1 + h.1` adds the bound for M terms to the bound for the next interval, and ring arithmetic confirms that the result is the goal. The inverse energy 1/f(M) enters with opposite signs and cancels.

```lean
lemma deficit_sum_bounds (hΔ : 0 < Δ) (hb : 0 < b) (M : ℕ) :
    ∑ n ∈ Finset.range M, deficit Δ b n ≤ b / 24 * (1 / Δ - 1 / level Δ b M) ∧
    b / 24 * (1 / Δ - 1 / level Δ b M) - ∑ n ∈ Finset.range M, deficit Δ b n
      ≤ b ^ 3 / 1920 * (1 / Δ ^ 5 - 1 / level Δ b M ^ 5) := by
  induction M with
  | zero =>
    have h0 : level Δ b (0 : ℕ) = Δ := by simp [level, Real.sqrt_sq hΔ.le]
    rw [h0]
    simp
  | succ M ih =>
    have h := cell_bounds (level_pos hΔ hb (Nat.cast_nonneg M)) (level_lt hb M) (level_step hb M)
    rw [Finset.sum_range_succ, deficit]
    exact ⟨by linear_combination ih.1 + h.1, by linear_combination ih.2 + h.2⟩
```

## The limit and its sign

The δ_n are positive and their partial sums stay below b/(24Δ), so they converge to some S > 0, and D_N → D = −S < 0. As f(M) → ∞, the bounds become

0 ≤ D + b/(24Δ) ≤ b³/(1920Δ⁵).

The simpler estimate |D + b/(24Δ)| ≤ b²/(48Δ³) follows in two cases. If b ≤ 2Δ², the cubic bound is already smaller. If b ≥ 2Δ², then D < 0 gives D + b/(24Δ) < b/(24Δ) ≤ b²/(48Δ³).

```lean
/-- The level sum minus the integral converges to a negative limit `D`, equal to `-b / (24 * Δ)`
up to the stated errors. -/
theorem seaShift_limit (hΔ : 0 < Δ) (hb : 0 < b) :
    ∃ D : ℝ, Tendsto (seaShift Δ b) atTop (𝓝 D) ∧
      |D + b / (24 * Δ)| ≤ b ^ 2 / (48 * Δ ^ 3) ∧ D < 0 ∧
      0 ≤ D + b / (24 * Δ) ∧ D + b / (24 * Δ) ≤ b ^ 3 / (1920 * Δ ^ 5) := by
  have hpos : ∀ n, 0 < deficit Δ b n := fun n =>
    div_pos (pow_pos (sub_pos.mpr (level_lt hb n)) 3) (by positivity)
  have hB := deficit_sum_bounds hΔ hb
  have hle : ∀ M, ∑ n ∈ Finset.range M, deficit Δ b n ≤ b / (24 * Δ) := fun M => by
    have hs := level_pos hΔ hb (Nat.cast_nonneg M)
    have h0 : 0 ≤ b / 24 * (1 / level Δ b M) := by positivity
    linear_combination (hB M).1 + h0
  obtain ⟨S, hS⟩ := summable_of_sum_range_le (fun n => (hpos n).le) hle
  have ht := hS.tendsto_sum_nat
  have hSpos : 0 < S := (hpos 0).trans_le (le_hasSum hS 0 fun j _ => (hpos j).le)
  have hSle : S ≤ b / (24 * Δ) := le_of_tendsto' ht hle
  -- the energy at the cutoff grows without bound, so its inverse drops out
  have hinf : Tendsto (fun M : ℕ => level Δ b M) atTop atTop :=
    Real.tendsto_sqrt_atTop.comp (tendsto_atTop_add_const_left _ _
      (Tendsto.const_mul_atTop hb tendsto_natCast_atTop_atTop))
  have hinv : Tendsto (fun M : ℕ => 1 / level Δ b M) atTop (𝓝 0) :=
    tendsto_const_nhds.div_atTop hinf
  have hl : Tendsto (fun M : ℕ => b / 24 * (1 / Δ - 1 / level Δ b M)
      - ∑ n ∈ Finset.range M, deficit Δ b n) atTop (𝓝 (b / 24 * (1 / Δ - 0) - S)) :=
    ((tendsto_const_nhds.sub hinv).const_mul _).sub ht
  have hu : b / 24 * (1 / Δ - 0) - S ≤ b ^ 3 / (1920 * Δ ^ 5) :=
    le_of_tendsto' hl fun M => by
      have hs := level_pos hΔ hb (Nat.cast_nonneg M)
      have h0 : 0 ≤ b ^ 3 / 1920 * (1 / level Δ b M ^ 5) := by positivity
      linear_combination (hB M).2 + h0
  have hu' : -S + b / (24 * Δ) ≤ b ^ 3 / (1920 * Δ ^ 5) := by linear_combination hu
  refine ⟨-S, ?_, ?_, by linarith, by linarith, hu'⟩
  · refine (tendsto_add_atTop_iff_nat 1).mp ?_
    exact (ht.comp (tendsto_add_atTop_nat 1)).neg.congr fun N => (seaShift_eq hΔ hb N).symm
  · rw [abs_of_nonneg (by linarith)]
    -- weak fields use the cubic estimate, strong fields the sign of the limit
    rcases le_total b (2 * Δ ^ 2) with h | h
    · refine hu'.trans ?_
      rw [div_le_div_iff₀ (by positivity) (by positivity)]
      have h5 := mul_le_mul_of_nonneg_left h (by positivity : 0 ≤ 48 * b ^ 2 * Δ ^ 3)
      have h6 : 0 ≤ b ^ 2 * Δ ^ 5 := by positivity
      nlinarith [h5, h6]
    · have h7 : b / (24 * Δ) ≤ b ^ 2 / (48 * Δ ^ 3) := by
        rw [div_le_div_iff₀ (by positivity) (by positivity)]
        have h5 := mul_le_mul_of_nonneg_left h (by positivity : 0 ≤ 24 * b * Δ)
        nlinarith [h5]
      linarith
```

Multiplying by −g b gives the limiting energy change E > 0, with

|E − g b²/(24Δ)| ≤ g b³/(48Δ³).

For weak fields this bound is loose: the cubic estimate for D gives an error of at most g b⁴/(1920Δ⁵). An energy that grows as the square of a weak field is the mark of diamagnetism. In this non-interacting model the coefficient scales as 1/Δ and does not depend on where in the gap the chemical potential sits, which is the diamagnetic plateau in the orbital response.

```lean
/-- The energy change per area of the filled sea converges to a positive value, equal to `g * b ^ 2
/ (24 * Δ)` up to an error of at most `g * b ^ 3 / (48 * Δ ^ 3)`. -/
theorem seaEnergyShift_limit {g : ℝ} (hg : 0 < g) (hΔ : 0 < Δ) (hb : 0 < b) :
    ∃ E : ℝ, Tendsto (seaEnergyShift g Δ b) atTop (𝓝 E) ∧ 0 < E ∧
      |E - g * b ^ 2 / (24 * Δ)| ≤ g * b ^ 3 / (48 * Δ ^ 3) := by
  obtain ⟨D, hD, habs, hneg, -, -⟩ := seaShift_limit hΔ hb
  have hgb : 0 < g * b := mul_pos hg hb
  refine ⟨-(g * b) * D, hD.const_mul _, mul_pos_of_neg_of_neg (by linarith) hneg, ?_⟩
  rw [show -(g * b) * D - g * b ^ 2 / (24 * Δ) = -(g * b) * (D + b / (24 * Δ)) by ring,
    abs_mul, abs_neg, abs_of_pos hgb]
  calc g * b * |D + b / (24 * Δ)| ≤ g * b * (b ^ 2 / (48 * Δ ^ 3)) :=
        mul_le_mul_of_nonneg_left habs hgb.le
    _ = g * b ^ 3 / (48 * Δ ^ 3) := by ring

end

end GappedGrapheneSea
```

```lean
#print axioms GappedGrapheneSea.seaEnergyShift_limit
```

```
'GappedGrapheneSea.seaEnergyShift_limit' depends on axioms: [propext, Classical.choice, Quot.sound]
```
